# Two free spinless fermions at nonzero temperature on at least two sites: a pair distribution that vanishes only at coincidence

To sample the positions of two non-interacting, spinless fermions on a finite lattice at fixed inverse temperature $b$, one can compute $K=e^{-bh}$ from the one-particle Hamiltonian $h$, tabulate $K_{xx}K_{yy}-|K_{xy}|^2$ over ordered site pairs $(x,y)$, and divide by $(\operatorname{tr}K)^2-\operatorname{tr}K^2$. For Hermitian $h$, real $b$ and at least two sites, the divisor is positive and the table is a probability distribution, zero exactly on its diagonal.

In electronic structure, "exchange hole" usually means the depletion of same-spin density around a reference electron that antisymmetry causes. The object here is the joint distribution of just two particles. Its zero at $x=y$ says that the depletion is complete at the reference particle's own site.

## From one particle to a pair

```lean
import Mathlib

open Matrix

namespace CanonicalExchangeHole

noncomputable section

variable {n : Type*} [Fintype n] [DecidableEq n]
```

The type `n` is the finite set of sites. A `Matrix n n ℂ` is a one-particle operator in the site basis.

```lean
/-- The one-particle Boltzmann operator `exp(-b h)`. -/
def boltzmann (b : ℝ) (h : Matrix n n ℂ) : Matrix n n ℂ :=
  NormedSpace.exp ((-(b : ℂ)) • h)
```

This is $K=e^{-bh}$, with $b$ the inverse temperature. Any real $b$ is allowed.

```lean
/-- The unnormalised state of two non-interacting fermions with one-particle Boltzmann
operator `K`: the antisymmetrized product of `K` with itself, by its matrix elements. -/
def fermionGibbs (K : Matrix n n ℂ) : Matrix (n × n) (n × n) ℂ :=
  fun p q => (K p.1 q.1 * K p.2 q.2 - K p.1 q.2 * K p.2 q.1) / 2
```

Rows and columns are now labelled by ordered pairs $p=(p_1,p_2)$ and $q=(q_1,q_2)$, which Lean writes `p.1`, `p.2` and so on. Without interaction, the pair Hamiltonian $h\otimes1+1\otimes h$ has Boltzmann operator $K\otimes K$. Applying the antisymmetrizer $(1-\text{swap})/2$ gives

$$G_{pq}=\tfrac12\left(K_{p_1q_1}K_{p_2q_2}-K_{p_1q_2}K_{p_2q_1}\right).$$

The code takes this formula as its definition of the two-fermion state; the tensor-product argument is the physical reason for it.

```lean
/-- The probability that the first fermion is at `x` and the second at `y`. -/
def pairProb (K : Matrix n n ℂ) (x y : n) : ℝ :=
  (fermionGibbs K (x, y) (x, y)).re / (fermionGibbs K).trace.re
```

The probability is a diagonal element over the trace, $P_{xy}=G_{xy,xy}/\operatorname{tr}G$. The `.re` takes real parts, which loses nothing for Hermitian $K$. "First" and "second" are only labels: finding the particles on two distinct sites in either order has probability $2P_{xy}$.

```lean
/-- The direct term minus the exchange term, `K_xx K_yy - |K_xy|²`, with real parts taken of the
diagonal entries `K_xx` and `K_yy`. -/
def exchangeMinor (K : Matrix n n ℂ) (x y : n) : ℝ :=
  (K x x).re * (K y y).re - ‖K x y‖ ^ 2
```

Call this direct-minus-exchange term $M_{xy}=K_{xx}K_{yy}-|K_{xy}|^2$.

## Why the Boltzmann operator is positive

```lean
/-- Boltzmann operators of one Hamiltonian multiply when inverse temperatures add. -/
theorem boltzmann_add (a b : ℝ) (h : Matrix n n ℂ) :
    boltzmann (a + b) h = boltzmann a h * boltzmann b h := by
  have hc : Commute ((-(a : ℂ)) • h) ((-(b : ℂ)) • h) :=
    Commute.smul_right (Commute.smul_left (Commute.refl h) (-(a : ℂ))) (-(b : ℂ))
  have he : -((a + b : ℝ) : ℂ) = -(a : ℂ) + -(b : ℂ) := by
    rw [Complex.ofReal_add, neg_add]
  unfold boltzmann
  rw [he, add_smul, Matrix.exp_add_of_commute _ _ hc]
```

A theorem lists its hypotheses, then its claim after the colon, then its proof after `:= by`. Here the claim is $e^{-(a+b)h}=e^{-ah}e^{-bh}$, true because multiples of $h$ commute.

```lean
/-- The Boltzmann operator of a Hermitian Hamiltonian is Hermitian. -/
theorem boltzmann_isHermitian {h : Matrix n n ℂ} (hh : h.IsHermitian) (b : ℝ) :
    (boltzmann b h).IsHermitian := by
  have hb : star (-(b : ℂ)) = -(b : ℂ) := by simp
  unfold Matrix.IsHermitian boltzmann
  rw [← Matrix.exp_conjTranspose, Matrix.conjTranspose_smul, hh.eq, hb]
```

Since $h^\dagger=h$ and $b$ is real, $(e^{-bh})^\dagger=e^{-bh^\dagger}=e^{-bh}$.

```lean
/-- The Boltzmann operator of a Hermitian Hamiltonian has a strictly positive quadratic form. -/
theorem boltzmann_form_pos {h : Matrix n n ℂ} (hh : h.IsHermitian) (b : ℝ)
    (v : n → ℂ) (hv : v ≠ 0) : 0 < (star v ⬝ᵥ (boltzmann b h *ᵥ v)).re := by
  -- split the Boltzmann operator into two invertible halves
  have hK : boltzmann b h = boltzmann (b / 2) h * boltzmann (b / 2) h := by
    rw [← boltzmann_add, add_halves]
  have hinv : boltzmann (-(b / 2)) h * boltzmann (b / 2) h = 1 := by
    rw [← boltzmann_add, neg_add_cancel]
    simp [boltzmann, NormedSpace.exp_zero]
  have hL := boltzmann_isHermitian hh (b / 2)
  rw [hK]
  generalize boltzmann (b / 2) h = L at hinv hL
  have hw : L *ᵥ v ≠ 0 := fun h0 => hv <| by
    rw [← Matrix.one_mulVec v, ← hinv, ← Matrix.mulVec_mulVec, h0, Matrix.mulVec_zero]
  have hform : star v ⬝ᵥ ((L * L) *ᵥ v) = star (L *ᵥ v) ⬝ᵥ (L *ᵥ v) := by
    rw [Matrix.star_mulVec, hL.eq, ← Matrix.dotProduct_mulVec, Matrix.mulVec_mulVec]
  rw [hform]
  generalize L *ᵥ v = w at hw
  obtain ⟨i, hi⟩ := Function.ne_iff.mp hw
  have hsum : (star w ⬝ᵥ w).re = ∑ j, Complex.normSq (w j) := by
    simp [dotProduct, Complex.normSq_apply]
  rw [hsum]
  exact Finset.sum_pos' (fun j _ => Complex.normSq_nonneg _)
    ⟨i, Finset.mem_univ i, Complex.normSq_pos.mpr hi⟩
```

Put $L=e^{-bh/2}$. Then $K=L^2$, $L$ is Hermitian, and $e^{bh/2}$ inverts it. For $v\neq0$ we have $Lv\neq0$, so

$$v^\dagger Kv=(Lv)^\dagger(Lv)=\sum_j|(Lv)_j|^2>0.$$

In the code, `hinv` is the inverse, `hw` says $Lv\ne0$, and `hform` is the first equality.

## The exchange term never wins at distinct sites

```lean
omit [Fintype n] [DecidableEq n] in
/-- The two-fermion operator changes sign when the two particles are exchanged in its row label. -/
theorem fermionGibbs_swap (K : Matrix n n ℂ) (p q : n × n) :
    fermionGibbs K p.swap q = -fermionGibbs K p q := by
  simp only [fermionGibbs, Prod.fst_swap, Prod.snd_swap]
  ring
```

Exchanging the particles in the row label flips the sign of $G$, as fermions require.

```lean
omit [Fintype n] [DecidableEq n] in
/-- For Hermitian `K` the difference `K_xx K_yy - K_xy K_yx` is the real number
`K_xx K_yy - |K_xy|²`. -/
theorem minor_eq {K : Matrix n n ℂ} (hK : K.IsHermitian) (x y : n) :
    K x x * K y y - K x y * K y x = (exchangeMinor K x y : ℂ) := by
  have hre : ∀ z, ((K z z).re : ℂ) = K z z := fun z =>
    Complex.conj_eq_iff_re.mp (hK.apply z z)
  have h1 : K x y * K y x = ((‖K x y‖ ^ 2 : ℝ) : ℂ) := by
    rw [← hK.apply y x, ← Complex.normSq_eq_norm_sq]
    exact Complex.mul_conj _
  rw [h1, exchangeMinor, Complex.ofReal_sub, Complex.ofReal_mul, hre, hre]
```

Hermiticity makes $K_{xx}$ and $K_{yy}$ real and gives $K_{yx}=\overline{K_{xy}}$. Hence $K_{xx}K_{yy}-K_{xy}K_{yx}=M_{xy}$.

```lean
/-- For a Hermitian `K` with strictly positive quadratic form, the direct term exceeds the
exchange term at distinct sites. -/
theorem minor_pos {K : Matrix n n ℂ} (hK : K.IsHermitian)
    (hp : ∀ v : n → ℂ, v ≠ 0 → 0 < (star v ⬝ᵥ (K *ᵥ v)).re) {x y : n} (hxy : x ≠ y) :
    0 < exchangeMinor K x y := by
  have hs : ∀ (z : n) (a : ℂ), star (Pi.single z a : n → ℂ) = Pi.single z (star a) := by
    intro z a
    ext i
    by_cases hi : i = z
    · subst hi; simp
    · simp [hi]
  have hy : 0 < (K y y).re := by
    have h1 := hp (Pi.single y 1) fun h0 => by simpa using congrFun h0 y
    rw [hs, single_dotProduct] at h1
    simpa using h1
  -- a nonzero vector supported on the two sites, whose image under K vanishes at y
  obtain ⟨v, hvd⟩ : ∃ v : n → ℂ, v = Pi.single x (K y y) - Pi.single y (K y x) := ⟨_, rfl⟩
  have hv : v ≠ 0 := fun h0 => by
    have h1 : K y y = 0 := by simpa [hvd, hxy] using congrFun h0 x
    simp [h1] at hy
  have hKv : ∀ z, (K *ᵥ v) z = K z x * K y y - K z y * K y x := fun z => by
    simp [hvd, Matrix.mulVec_sub, Matrix.mulVec_single]
    ring
  have h2 := hp v hv
  have h3 : star v ⬝ᵥ (K *ᵥ v) = star (K y y) * (exchangeMinor K x y : ℂ) := by
    have h4 : star v = Pi.single x (star (K y y)) - Pi.single y (star (K y x)) := by
      rw [hvd, star_sub, hs, hs]
    rw [h4, sub_dotProduct, single_dotProduct, single_dotProduct, hKv, hKv, ← minor_eq hK]
    ring
  rw [h3] at h2
  have h5 : 0 < (K y y).re * exchangeMinor K x y := by simpa using h2
  exact (mul_pos_iff_of_pos_left hy).mp h5
```

Let $e_x$ be the basis vector at site $x$, in Lean `Pi.single x 1`. Testing positivity on $e_y$ gives $K_{yy}>0$. For $x\neq y$, take

$$v=K_{yy}e_x-K_{yx}e_y,\qquad (Kv)_z=K_{zx}K_{yy}-K_{zy}K_{yx}.$$

The vector is nonzero because its $x$ component is $K_{yy}$. At $z=y$ the image vanishes; at $z=x$ it equals $M_{xy}$. Therefore $0<v^\dagger Kv=K_{yy}M_{xy}$, and so $M_{xy}>0$.

## The normalised distribution

```lean
/-- Two fermions on at least two sites: with `K = exp(-b h)` and `h` Hermitian, the partition
function is positive, and the pair probability is `(K_xx K_yy - |K_xy|²)/((tr K)² - tr K²)`; it is
nonnegative, vanishes exactly at coinciding sites, and sums to one over ordered pairs. -/
theorem canonical_exchange_hole [Nontrivial n] {h : Matrix n n ℂ} (hh : h.IsHermitian) (b : ℝ) :
    0 < (fermionGibbs (boltzmann b h)).trace.re ∧
    (∀ x y, pairProb (boltzmann b h) x y = exchangeMinor (boltzmann b h) x y /
      ((boltzmann b h).trace.re ^ 2 - (boltzmann b h * boltzmann b h).trace.re)) ∧
    (∀ x y, 0 ≤ pairProb (boltzmann b h) x y) ∧
    (∀ x y, pairProb (boltzmann b h) x y = 0 ↔ x = y) ∧
    ∑ x, ∑ y, pairProb (boltzmann b h) x y = 1 := by
  have hK := boltzmann_isHermitian hh b
  have hp := boltzmann_form_pos hh b
  generalize boltzmann b h = K at hK hp ⊢
  have hd : ∀ x y, (fermionGibbs K (x, y) (x, y)).re = exchangeMinor K x y / 2 := by
    intro x y
    simp only [fermionGibbs]
    rw [minor_eq hK, Complex.div_ofNat_re, Complex.ofReal_re]
  have h0 : ∀ x, exchangeMinor K x x = 0 := fun x => by
    have h1 := minor_eq hK x x
    rw [sub_self] at h1
    exact Complex.ofReal_eq_zero.mp h1.symm
  have hnn : ∀ x y, 0 ≤ exchangeMinor K x y / 2 := fun x y => by
    by_cases hxy : x = y
    · rw [hxy, h0, zero_div]
    · exact (half_pos (minor_pos hK hp hxy)).le
  have htr : (fermionGibbs K).trace.re = ∑ x, ∑ y, exchangeMinor K x y / 2 := by
    simp only [Matrix.trace, Matrix.diag_apply, Complex.re_sum, Fintype.sum_prod_type, hd]
  -- two distinct sites give a strictly positive contribution
  have hpos : 0 < (fermionGibbs K).trace.re := by
    obtain ⟨x, y, hxy⟩ := exists_pair_ne n
    rw [htr]
    exact Finset.sum_pos' (fun i _ => Finset.sum_nonneg fun j _ => hnn i j)
      ⟨x, Finset.mem_univ x, Finset.sum_pos' (fun j _ => hnn x j)
        ⟨y, Finset.mem_univ y, half_pos (minor_pos hK hp hxy)⟩⟩
  -- the partition function in terms of the one-particle operator
  have hZ : (fermionGibbs K).trace.re = (K.trace.re ^ 2 - (K * K).trace.re) / 2 := by
    have hc : (fermionGibbs K).trace = (K.trace * K.trace - (K * K).trace) / 2 := by
      simp only [Matrix.trace, Matrix.diag_apply, Fintype.sum_prod_type, fermionGibbs,
        Matrix.mul_apply, Finset.sum_mul_sum, sub_div, Finset.sum_sub_distrib, Finset.sum_div]
    have him : K.trace.im = 0 := by
      simp only [Matrix.trace, Matrix.diag_apply, Complex.im_sum]
      exact Finset.sum_eq_zero fun x _ => Complex.conj_eq_iff_im.mp (hK.apply x x)
    rw [hc, Complex.div_ofNat_re, Complex.sub_re, Complex.mul_re, him]
    ring
  refine ⟨hpos, fun x y => ?_, fun x y => ?_, fun x y => ⟨fun hz => ?_, fun hxy => ?_⟩, ?_⟩
  · rw [pairProb, hd, hZ, div_div_div_cancel_right₀ two_ne_zero]
  · rw [pairProb, hd]
    exact div_nonneg (hnn x y) hpos.le
  · by_contra hxy
    rw [pairProb, hd] at hz
    exact (div_pos (half_pos (minor_pos hK hp hxy)) hpos).ne' hz
  · rw [pairProb, hd, hxy, h0, zero_div, zero_div]
  · simp only [pairProb, hd, ← Finset.sum_div]
    simp only [Finset.sum_div] at htr ⊢
    simp only [← Finset.sum_div _ _ (fermionGibbs K).trace.re]
    rw [← htr, div_self hpos.ne']

end

end CanonicalExchangeHole
```

`[Nontrivial n]` says that there are two distinct sites. The five claims, joined by `∧`, are: positive partition function, explicit formula, nonnegativity, zero exactly when $x=y$, and total probability one.

By hand, $G_{xy,xy}=M_{xy}/2$, with $M_{xx}=0$ and $M_{xy}>0$ otherwise. Summing over ordered pairs,

$$\operatorname{tr}G=\tfrac12\sum_{x,y}M_{xy}=\tfrac12\left[(\operatorname{tr}K)^2-\operatorname{tr}K^2\right],$$

because $\sum_{x,y}K_{xy}K_{yx}=\operatorname{tr}K^2$. Two distinct sites make this sum positive. Dividing cancels the halves:

$$P_{xy}=\frac{M_{xy}}{(\operatorname{tr}K)^2-\operatorname{tr}K^2},\qquad \sum_{x,y}P_{xy}=1.$$

These steps appear as `hd`, `h0`, `htr`, `hpos` and `hZ`. On a single site the only term is $M_{xx}=0$, leaving nothing to normalise.

The proof turns on the line `generalize boltzmann b h = K at hK hp ⊢`. It replaces the exponential by an arbitrary matrix `K` in the two listed facts and in the goal, marked `⊢`. From there on, Lean knows only that `K` is Hermitian (`hK`) and has a positive quadratic form (`hp`). The thermal physics has entered through those two properties, and the rest is linear algebra.

```lean
#print axioms CanonicalExchangeHole.fermionGibbs_swap
-- 'CanonicalExchangeHole.fermionGibbs_swap' depends on axioms: [propext, Classical.choice, Quot.sound]
#print axioms CanonicalExchangeHole.canonical_exchange_hole
-- 'CanonicalExchangeHole.canonical_exchange_hole' depends on axioms: [propext, Classical.choice, Quot.sound]
```
